# Non-additivity of the quantum metric under merging of orthogonal bands

Take two bands of a tight-binding model with finitely many orbitals per cell, along a line through the Brillouin zone, with orthonormal eigenvectors $u(s)$ and $v(s)$ that depend differentiably on a real parameter $s$. Each band has a quantum metric, which measures how fast its state turns as $s$ changes. One may also treat the two bands as a single group and ask how fast the plane they span turns. Rotation of $u$ into $v$ moves each band but leaves the plane in place, so the metric of the group need not be the sum. In finite dimension, along one parameter and at a fixed value $s=t$, the deficit is exactly $2|\langle u,v'\rangle|^2$, where the prime is $d/ds$ at $t$.

## States, band operators and the metric

```lean
import Mathlib

open Matrix Filter Topology

namespace QuantumMetricMerging

noncomputable section

variable {n : Type*} [Fintype n]
```

`n` is any finite set of basis labels, such as orbitals. A state is a function `n → ℂ`, a column of components $u_i$.

```lean
/-- The overlap `⟨u, v⟩`, conjugate-linear in the first slot. -/
def braket (u v : n → ℂ) : ℂ := star u ⬝ᵥ v
```

`star` conjugates, so `braket u v` is $\langle u,v\rangle=\sum_i \bar u_i v_i$, the physicist's convention.

```lean
/-- The outer product `|a⟩⟨b|`. -/
def ketbra (a b : n → ℂ) : Matrix n n ℂ := vecMulVec a (star b)
```

`ketbra a b` is the matrix $|a\rangle\langle b|$ with entries $a_i\bar b_j$.

```lean
/-- The band operator `P = |u⟩⟨u|` of a state `u`. -/
def proj (u : n → ℂ) : Matrix n n ℂ := ketbra u u
```

`proj u` is $P_u=|u\rangle\langle u|$. It is a rank-one projector only when $\langle u,u\rangle=1$, which the definition does not demand.

```lean
/-- The entrywise derivative `P'(t)` of a matrix-valued path. -/
def velocity (P : ℝ → Matrix n n ℂ) (t : ℝ) : Matrix n n ℂ :=
  Matrix.of fun i j => deriv (fun s => P s i j) t
```

For a path of matrices $P(s)$, `velocity P t` has entries $P'_{ij}=dP_{ij}/ds$ at $t$. Lean's `deriv` returns zero where no derivative exists; the differentiability hypotheses below rule that case out.

```lean
/-- The quantum metric `g(P) = Re tr(P'²) / 2` along the path `P` at parameter `t`. -/
def metric (P : ℝ → Matrix n n ℂ) (t : ℝ) : ℝ :=
  (trace (velocity P t * velocity P t)).re / 2
```

`metric P t` is $g(P)=\tfrac12\operatorname{Re}\operatorname{tr}(P'P')$, the metric along the single direction $s$. It depends on the matrix path alone, so the phases of the vectors never enter.

## Three tools

```lean
/-- The trace of a product of two outer products: `tr(|a⟩⟨b| |c⟩⟨d|) = ⟨b,c⟩⟨d,a⟩`. -/
theorem trace_ketbra_mul (a b c d : n → ℂ) :
    trace (ketbra a b * ketbra c d) = braket b c * braket d a := by
  simp only [Matrix.trace, Matrix.diag_apply, Matrix.mul_apply, ketbra, vecMulVec_apply,
    braket, dotProduct, Finset.sum_mul_sum]
  rw [Finset.sum_comm]
  refine Finset.sum_congr rfl fun i _ => Finset.sum_congr rfl fun j _ => ?_
  ring
```

In components, $\operatorname{tr}(|a\rangle\langle b|\,|c\rangle\langle d|)=\sum_{i,j}a_i\bar b_jc_j\bar d_i=\langle b,c\rangle\langle d,a\rangle$. The `simp only` line unfolds both sides into double sums, `Finset.sum_comm` swaps the order of summation, and `ring` matches the terms.

```lean
omit [Fintype n] in
/-- Product rule: each entry of `|u⟩⟨u|` has as derivative the corresponding entry of
`|u'⟩⟨u| + |u⟩⟨u'|`. -/
theorem hasDerivAt_proj {u : ℝ → n → ℂ} {u' : n → ℂ} {t : ℝ} (hu : HasDerivAt u u' t)
    (i j : n) :
    HasDerivAt (fun s => proj (u s) i j) ((ketbra u' (u t) + ketbra (u t) u') i j) t := by
  have h := (hasDerivAt_pi.1 hu i).fun_mul (hasDerivAt_pi.1 hu j).star
  exact h
```

`HasDerivAt u u' t` says that the path $u$ is differentiable at $t$ with derivative the vector `u'`; nothing is assumed about derivatives elsewhere. The claim is the product rule $(u_i\bar u_j)'=u_i'\bar u_j+u_i\overline{u_j'}$, where `.star` differentiates the conjugate, as a real parameter permits.

```lean
omit [Fintype n] in
/-- The velocity of the band operator is `P' = |u'⟩⟨u| + |u⟩⟨u'|`. -/
theorem velocity_proj {u : ℝ → n → ℂ} {u' : n → ℂ} {t : ℝ} (hu : HasDerivAt u u' t) :
    velocity (fun s => proj (u s)) t = ketbra u' (u t) + ketbra (u t) u' := by
  ext i j
  exact (hasDerivAt_proj hu i j).deriv
```

The expression `fun s => proj (u s)` is the path $s\mapsto P_u(s)$. Collecting entries gives $P_u'=|u'\rangle\langle u|+|u\rangle\langle u'|$, with unprimed vectors taken at $t$ from here on.

```lean
/-- If the overlap `⟨u, v⟩` is constant near `t`, then `⟨u', v⟩ + ⟨u, v'⟩ = 0` at `t`. -/
theorem braket_deriv {u v : ℝ → n → ℂ} {u' v' : n → ℂ} {t : ℝ} {c : ℂ}
    (hu : HasDerivAt u u' t) (hv : HasDerivAt v v' t)
    (h : ∀ᶠ s in 𝓝 t, braket (u s) (v s) = c) :
    braket u' (v t) + braket (u t) v' = 0 := by
  have h1 : HasDerivAt (fun s => ∑ i, star (u s i) * v s i)
      (∑ i, (star (u' i) * v t i + star (u t i) * v' i)) t :=
    HasDerivAt.fun_sum fun i _ =>
      (hasDerivAt_pi.1 hu i).star.fun_mul (hasDerivAt_pi.1 hv i)
  have h2 : HasDerivAt (fun s => ∑ i, star (u s i) * v s i) 0 t :=
    (hasDerivAt_const t c).congr_of_eventuallyEq h
  have h3 := h1.unique h2
  rw [Finset.sum_add_distrib] at h3
  exact h3
```

`∀ᶠ s in 𝓝 t` reads "for all $s$ in some neighbourhood of $t$". If $\langle u(s),v(s)\rangle$ equals a constant $c$ there, then $\langle u',v\rangle+\langle u,v'\rangle=0$. Step `h1` computes the derivative by the product rule, `h2` finds zero from constancy, and `h1.unique h2` equates the two.

## The cross term and the single band

```lean
/-- For two bands orthogonal near `t`, the cross term is `tr(P_u' P_v') = -2 |⟨u, v'⟩|²`. -/
theorem trace_velocity_cross {u v : ℝ → n → ℂ} {u' v' : n → ℂ} {t : ℝ}
    (hu : HasDerivAt u u' t) (hv : HasDerivAt v v' t)
    (h : ∀ᶠ s in 𝓝 t, braket (u s) (v s) = 0) :
    trace (velocity (fun s => proj (u s)) t * velocity (fun s => proj (v s)) t)
      = ((-2 * ‖braket (u t) v'‖ ^ 2 : ℝ) : ℂ) := by
  have hc : ∀ a b : n → ℂ, braket b a = star (braket a b) := fun a b => by
    exact Matrix.star_dotProduct _ _
  have hx : ∀ z : ℂ, z * star z = (‖z‖ : ℂ) ^ 2 := fun z => by
    rw [Complex.star_def, Complex.mul_conj, Complex.normSq_eq_norm_sq, Complex.ofReal_pow]
  have h0 : braket (u t) (v t) = 0 := h.self_of_nhds
  have h0' : braket (v t) (u t) = 0 := by rw [hc (u t) (v t), h0, star_zero]
  -- differentiating the orthogonality relation
  have hd : braket u' (v t) = -braket (u t) v' :=
    eq_neg_of_add_eq_zero_left (braket_deriv hu hv h)
  have h1 : braket (v t) u' = -star (braket (u t) v') := by rw [hc u' (v t), hd, star_neg]
  have h2 : braket v' (u t) = star (braket (u t) v') := hc _ _
  rw [velocity_proj hu, velocity_proj hv]
  simp only [Matrix.add_mul, Matrix.mul_add, trace_add, trace_ketbra_mul]
  rw [h0, h0', h1, h2, hd]
  push_cast
  linear_combination (-2) * hx (braket (u t) v')
```

Let $u$ and $v$ be orthogonal near $t$ and put $x=\langle u,v'\rangle$. Multiplying out $P_u'P_v'$ and applying the trace formula four times gives
$$\operatorname{tr}(P_u'P_v')=\langle u,v'\rangle\langle v,u'\rangle+\langle u,v\rangle\langle v',u'\rangle+\langle u',v'\rangle\langle v,u\rangle+\langle u',v\rangle\langle v',u\rangle .$$
The middle terms vanish by orthogonality (`h0`, `h0'`). Differentiated orthogonality gives $\langle u',v\rangle=-x$ (`hd`), and conjugation gives $\langle v,u'\rangle=-\bar x$ (`h1`) and $\langle v',u\rangle=\bar x$ (`h2`). The trace is $-2x\bar x=-2|x|^2$, which `linear_combination` obtains from `hx`.

```lean
/-- For a single band normalised near `t`, the metric is `g(P) = ⟨u', u'⟩ - |⟨u, u'⟩|²`. -/
theorem metric_proj {u : ℝ → n → ℂ} {u' : n → ℂ} {t : ℝ} (hu : HasDerivAt u u' t)
    (h : ∀ᶠ s in 𝓝 t, braket (u s) (u s) = 1) :
    metric (fun s => proj (u s)) t = (braket u' u').re - ‖braket (u t) u'‖ ^ 2 := by
  have hs : braket u' (u t) = star (braket (u t) u') := by
    exact Matrix.star_dotProduct _ _
  have hx : ∀ z : ℂ, z * star z = ((‖z‖ ^ 2 : ℝ) : ℂ) := fun z => by
    rw [Complex.star_def, Complex.mul_conj, Complex.normSq_eq_norm_sq]
  have h1 : braket (u t) (u t) = 1 := h.self_of_nhds
  -- differentiating the normalisation: the overlap of u with u' is imaginary
  have hd := braket_deriv hu hu h
  rw [hs] at hd
  have ht : trace (velocity (fun s => proj (u s)) t * velocity (fun s => proj (u s)) t)
      = 2 * braket u' u' - 2 * ((‖braket (u t) u'‖ ^ 2 : ℝ) : ℂ) := by
    rw [velocity_proj hu]
    simp only [Matrix.add_mul, Matrix.mul_add, trace_add, trace_ketbra_mul]
    rw [h1, hs]
    linear_combination (star (braket (u t) u') + braket (u t) u') * hd
      - 2 * hx (braket (u t) u')
  unfold metric
  rw [ht]
  simp only [Complex.sub_re, Complex.mul_re, Complex.re_ofNat, Complex.im_ofNat,
    Complex.ofReal_re, Complex.ofReal_im]
  ring
```

Here $u$ is normalised near $t$. With $y=\langle u,u'\rangle$, the same expansion gives $\operatorname{tr}(P_u'P_u')=y^2+2\langle u',u'\rangle+\bar y^2$. Differentiating the norm gives $y+\bar y=0$ (`hd`), so $y^2+\bar y^2=(y+\bar y)^2-2|y|^2=-2|y|^2$; these are the two terms in `linear_combination`. Hence $g(P_u)=\langle u',u'\rangle-|\langle u,u'\rangle|^2$, the Fubini–Study form, which fixes the factor $\tfrac12$ in the definition.

## Merging bands

```lean
/-- Non-additivity of the metric: for two differentiable bands orthogonal near `t`,
`g(P_u + P_v) = g(P_u) + g(P_v) - 2 |⟨u, v'⟩|²`. -/
theorem metric_add {u v : ℝ → n → ℂ} {u' v' : n → ℂ} {t : ℝ}
    (hu : HasDerivAt u u' t) (hv : HasDerivAt v v' t)
    (h : ∀ᶠ s in 𝓝 t, braket (u s) (v s) = 0) :
    metric (fun s => proj (u s) + proj (v s)) t
      = metric (fun s => proj (u s)) t + metric (fun s => proj (v s)) t
        - 2 * ‖braket (u t) v'‖ ^ 2 := by
  have hadd : velocity (fun s => proj (u s) + proj (v s)) t
      = velocity (fun s => proj (u s)) t + velocity (fun s => proj (v s)) t := by
    rw [velocity_proj hu, velocity_proj hv]
    ext i j
    exact ((hasDerivAt_proj hu i j).fun_add (hasDerivAt_proj hv i j)).deriv
  unfold metric
  rw [hadd]
  simp only [Matrix.add_mul, Matrix.mul_add, trace_add]
  -- the two cross terms are equal by cyclicity of the trace
  rw [Matrix.trace_mul_comm (velocity (fun s => proj (v s)) t)
    (velocity (fun s => proj (u s)) t), trace_velocity_cross hu hv h]
  simp only [Complex.add_re, Complex.ofReal_re]
  ring
```

For $u,v$ differentiable at $t$ and orthogonal near $t$,
$$g(P_u+P_v)=g(P_u)+g(P_v)-2|\langle u,v'\rangle|^2 .$$
Step `hadd` shows $(P_u+P_v)'=P_u'+P_v'$. Then
$$\operatorname{tr}\big[(P_u'+P_v')^2\big]=\operatorname{tr}P_u'^2+\operatorname{tr}P_v'^2+\operatorname{tr}(P_u'P_v')+\operatorname{tr}(P_v'P_u').$$
`Matrix.trace_mul_comm` equates the two cross terms, each is $-2|x|^2$, and halving gives the result. Normalisation is not a hypothesis; the identity holds for unnormalised vectors too, but $g$ has its geometric meaning for unit vectors. No Hamiltonian appears: orthogonality and differentiability are assumed, not derived from an eigenvalue problem, so the statement is silent where the chosen eigenvectors are not differentiable, as can happen when bands are labelled by energy order through a crossing.

```lean
/-- For two differentiable bands orthogonal near `t`, the metric of the merged pair is at most the sum of the two band metrics, and the metric is additive
exactly when the interband overlap `⟨u, v'⟩` vanishes. -/
theorem metric_add_le {u v : ℝ → n → ℂ} {u' v' : n → ℂ} {t : ℝ}
    (hu : HasDerivAt u u' t) (hv : HasDerivAt v v' t)
    (h : ∀ᶠ s in 𝓝 t, braket (u s) (v s) = 0) :
    metric (fun s => proj (u s) + proj (v s)) t
        ≤ metric (fun s => proj (u s)) t + metric (fun s => proj (v s)) t ∧
      (metric (fun s => proj (u s) + proj (v s)) t
          = metric (fun s => proj (u s)) t + metric (fun s => proj (v s)) t
        ↔ braket (u t) v' = 0) := by
  rw [metric_add hu hv h]
  refine ⟨by nlinarith [sq_nonneg ‖braket (u t) v'‖], fun h1 => ?_, fun h1 => ?_⟩
  · have h2 : ‖braket (u t) v'‖ ^ 2 = 0 := by linarith
    simpa using h2
  · rw [h1]
    simp
```

`∧` joins two claims: $g(P_u+P_v)\le g(P_u)+g(P_v)$, and equality holds if and only if (`↔`) $\langle u,v'\rangle=0$. After substituting the identity, the first is $|x|^2\ge0$ and the second is $|x|^2=0\Leftrightarrow x=0$.

```lean
/-- For a finite family of differentiable bands, pairwise orthogonal near `t`,
`g(∑ Pₐ) = ∑ g(Pₐ) - ∑_{a ≠ b} |⟨uₐ, u_b'⟩|²`. -/
theorem metric_sum {ι : Type*} [Fintype ι] [DecidableEq ι] {u : ι → ℝ → n → ℂ}
    {u' : ι → n → ℂ} {t : ℝ} (hu : ∀ a, HasDerivAt (u a) (u' a) t)
    (h : ∀ a b, a ≠ b → ∀ᶠ s in 𝓝 t, braket (u a s) (u b s) = 0) :
    metric (fun s => ∑ a, proj (u a s)) t
      = ∑ a, metric (fun s => proj (u a s)) t
        - ∑ a, ∑ b ∈ Finset.univ.erase a, ‖braket (u a t) (u' b)‖ ^ 2 := by
  have hsum : velocity (fun s => ∑ a, proj (u a s)) t
      = ∑ a, velocity (fun s => proj (u a s)) t := by
    ext i j
    have h1 : HasDerivAt (fun s => ∑ a, proj (u a s) i j)
        (∑ a, velocity (fun s => proj (u a s)) t i j) t :=
      HasDerivAt.fun_sum fun a _ => by
        rw [velocity_proj (hu a)]
        exact hasDerivAt_proj (hu a) i j
    rw [Matrix.sum_apply, ← h1.deriv]
    simp only [velocity, of_apply, Matrix.sum_apply]
  unfold metric
  rw [hsum, Matrix.sum_mul, trace_sum, Complex.re_sum, Finset.sum_div,
    ← Finset.sum_sub_distrib]
  refine Finset.sum_congr rfl fun a _ => ?_
  -- split off the diagonal term b = a; every other term is a cross term
  rw [Matrix.mul_sum, trace_sum, ← Finset.add_sum_erase _ _ (Finset.mem_univ a),
    Complex.add_re, Complex.re_sum]
  have hoff : ∑ b ∈ Finset.univ.erase a,
      (trace (velocity (fun s => proj (u a s)) t * velocity (fun s => proj (u b s)) t)).re
      = -2 * ∑ b ∈ Finset.univ.erase a, ‖braket (u a t) (u' b)‖ ^ 2 := by
    rw [Finset.mul_sum]
    refine Finset.sum_congr rfl fun b hb => ?_
    rw [trace_velocity_cross (hu a) (hu b) (h a b (Finset.ne_of_mem_erase hb).symm),
      Complex.ofReal_re]
  rw [hoff]
  ring
```

Now `ι` is a finite set of band labels $a,b$, with paths $u_a$ pairwise orthogonal near $t$ and $P_a=|u_a\rangle\langle u_a|$. The theorem states
$$g\Big(\sum_aP_a\Big)=\sum_a g(P_a)-\sum_a\sum_{b\ne a}|\langle u_a,u_b'\rangle|^2 ,$$
where `Finset.univ.erase a` is the set of all labels except $a$. By hand, $\operatorname{tr}[(\sum_aP_a')^2]=\sum_{a,b}\operatorname{tr}(P_a'P_b')$; the terms $b=a$ give $2g(P_a)$ and the others $-2|\langle u_a,u_b'\rangle|^2$ (`hoff`). The sum runs over ordered pairs, so two bands contribute $|\langle u,v'\rangle|^2+|\langle v,u'\rangle|^2=2|x|^2$; for one band or none it is empty.

## A rotating frame

```lean
/-- First vector `(cos s, sin s)` of a rotating frame of `ℂ²`. -/
def frame₁ (s : ℝ) : Fin 2 → ℂ := ![((Real.cos s : ℝ) : ℂ), ((Real.sin s : ℝ) : ℂ)]
```

`Fin 2` labels two components, $0$ and $1$, and `frame₁ s` is $f_1(s)=(\cos s,\sin s)$.

```lean
/-- Second vector `(-sin s, cos s)` of a rotating frame of `ℂ²`. -/
def frame₂ (s : ℝ) : Fin 2 → ℂ := ![((-Real.sin s : ℝ) : ℂ), ((Real.cos s : ℝ) : ℂ)]
```

`frame₂ s` is $f_2(s)=(-\sin s,\cos s)$.

```lean
/-- The rotating frame is orthonormal and differentiable; each band has metric one,
while the merged pair has metric zero. -/
theorem metric_add_witness (t : ℝ) :
    (∀ s, braket (frame₁ s) (frame₁ s) = 1 ∧ braket (frame₂ s) (frame₂ s) = 1 ∧
      braket (frame₁ s) (frame₂ s) = 0) ∧
    HasDerivAt frame₁ (frame₂ t) t ∧ HasDerivAt frame₂ (-frame₁ t) t ∧
    metric (fun s => proj (frame₁ s)) t = 1 ∧ metric (fun s => proj (frame₂ s)) t = 1 ∧
    metric (fun s => proj (frame₁ s) + proj (frame₂ s)) t = 0 := by
  have e : ∀ a b c d r : ℝ, a * c + b * d = r →
      braket ![(a : ℂ), (b : ℂ)] ![(c : ℂ), (d : ℂ)] = (r : ℂ) := by
    intro a b c d r hr
    rw [← hr]
    simp [braket, dotProduct, Fin.sum_univ_two]
  have h11 : ∀ s, braket (frame₁ s) (frame₁ s) = 1 := fun s =>
    e (Real.cos s) (Real.sin s) (Real.cos s) (Real.sin s) 1
      (by nlinarith [Real.sin_sq_add_cos_sq s])
  have h22 : ∀ s, braket (frame₂ s) (frame₂ s) = 1 := fun s =>
    e (-Real.sin s) (Real.cos s) (-Real.sin s) (Real.cos s) 1
      (by nlinarith [Real.sin_sq_add_cos_sq s])
  have h12 : ∀ s, braket (frame₁ s) (frame₂ s) = 0 := fun s =>
    e (Real.cos s) (Real.sin s) (-Real.sin s) (Real.cos s) 0 (by ring)
  have h21 : ∀ s, braket (frame₂ s) (frame₁ s) = 0 := fun s =>
    e (-Real.sin s) (Real.cos s) (Real.cos s) (Real.sin s) 0 (by ring)
  have hn : ∀ a b : Fin 2 → ℂ, braket a (-b) = -braket a b := fun a b => by
    unfold braket
    rw [dotProduct_neg]
  have hn' : ∀ a b : Fin 2 → ℂ, braket (-a) b = -braket a b := fun a b => by
    unfold braket
    rw [star_neg, neg_dotProduct]
  have d1 : HasDerivAt frame₁ (frame₂ t) t := hasDerivAt_pi.2 fun i => by
    fin_cases i
    · exact (Real.hasDerivAt_cos t).ofReal_comp
    · exact (Real.hasDerivAt_sin t).ofReal_comp
  have d2 : HasDerivAt frame₂ (-frame₁ t) t := hasDerivAt_pi.2 fun i => by
    fin_cases i
    · exact (Real.hasDerivAt_sin t).fun_neg.ofReal_comp.congr_deriv (Complex.ofReal_neg _)
    · exact (Real.hasDerivAt_cos t).ofReal_comp.congr_deriv (Complex.ofReal_neg _)
  have g1 : metric (fun s => proj (frame₁ s)) t = 1 := by
    rw [metric_proj d1 (Eventually.of_forall h11), h22, h12]
    simp
  have g2 : metric (fun s => proj (frame₂ s)) t = 1 := by
    rw [metric_proj d2 (Eventually.of_forall h22)]
    simp [hn, hn', h11, h21]
  refine ⟨fun s => ⟨h11 s, h22 s, h12 s⟩, d1, d2, g1, g2, ?_⟩
  rw [metric_add d1 d2 (Eventually.of_forall h12), g1, g2, hn, h11]
  norm_num

end

end QuantumMetricMerging
```

For every $t$ the frame is orthonormal, $f_1'=f_2$, $f_2'=-f_1$, each band has metric $1$ and the merged pair has metric $0$. The single-band formula gives $g(P_{f_1})=\langle f_2,f_2\rangle-|\langle f_1,f_2\rangle|^2=1$ (`g1`), and likewise `g2`. The last lines apply `metric_add` with $\langle f_1,f_2'\rangle=-1$, giving $1+1-2=0$. This agrees with $P_{f_1}+P_{f_2}$ being the constant identity matrix.

```lean
#print axioms QuantumMetricMerging.metric_add
#print axioms QuantumMetricMerging.metric_add_le
#print axioms QuantumMetricMerging.metric_sum
```

```
'QuantumMetricMerging.metric_add' depends on axioms: [propext, Classical.choice, Quot.sound]
'QuantumMetricMerging.metric_add_le' depends on axioms: [propext, Classical.choice, Quot.sound]
'QuantumMetricMerging.metric_sum' depends on axioms: [propext, Classical.choice, Quot.sound]
```

## An instance in three dimensions

Let $u(s)$ and $v(s)$ be the first two columns of the rotation $e^{sA}$ with
$$A=\begin{pmatrix}0&-1&-2\\1&0&-1\\2&1&0\end{pmatrix}.$$
At $t=0$, $u=(1,0,0)$, $v=(0,1,0)$, $u'=(0,1,2)$ and $v'=(-1,0,1)$. Then $g(P_u)=5$, $g(P_v)=2$ and $\langle u,v'\rangle=-1$, so the identity predicts $5+2-2=5$. Directly,
$$P_u'+P_v'=\begin{pmatrix}0&1&2\\1&0&0\\2&0&0\end{pmatrix}+\begin{pmatrix}0&-1&0\\-1&0&1\\0&1&0\end{pmatrix}=\begin{pmatrix}0&0&2\\0&0&1\\2&1&0\end{pmatrix},$$
whose square has trace $10$, so $g=5$. Only the motion out of the plane survives.

## A vector definition, and finite differences

The three-dimensional instance above and the two remarks below are pencil arguments without a Lean proof.

One could define the metric of a group from its vectors, as $\sum_a\langle u_a'|(1-P)|u_a'\rangle$ with $P=\sum_bP_b$. The subtraction $\sum_{a\ne b}|\langle u_b,u_a'\rangle|^2$ would then follow at once from expanding $P$. In exchange, normalisation would be needed for $1-P$ to be a projector, and independence from the choice of frame within the group would have to be proved.

For independent electrons in a fixed orthonormal finite basis, with $u_a$ the coefficient vectors of the cell-periodic parts of $N$ orthonormal bands on a mesh of spacing $\delta$, one forms the overlaps $M_{ab}=\langle u_a(t),u_b(t+\delta)\rangle$. Where the $P_a$ are differentiable, to leading order $1-|M_{aa}|^2\approx\delta^2g(P_a)$ and $N-\sum_{a,b}|M_{ab}|^2\approx\delta^2g(\sum_aP_a)$, the combination that enters the gauge-invariant part of the Wannier spread. The band-by-band sum exceeds the group value by the off-diagonal weight $\sum_{a\ne b}|M_{ab}|^2$, the discrete form of the subtracted term in `metric_sum`.
